# The force-constant determinant of a nearest-neighbour spring chain clamped at one end is the product of its spring constants

Written out entry by entry, the force-constant matrix of an alloy chain hides how its determinant depends on the order of the atoms. Every mobile atom except the last has a sum of two spring constants on the diagonal, and these sums can change when unlike atoms are exchanged. Two arrangements with different matrices can still have the same determinant: with atom 0 of species A, the mobile atoms A, B, A and B, A, A are an example. A product formula makes such agreements visible from the bonds alone.

Take atoms 0, …, N on a line, with atom 0 immobile, the others free to move along the line only, and harmonic springs between neighbours only. The determinant of the force-constant matrix K of the mobile atoms is

det K = kAA^nAA · kAB^nAB · kBB^nBB

Here kAA, kAB and kBB are the spring constants for the three kinds of neighbour pair, and nAA, nAB and nBB count the bonds of each kind.

```lean
import Mathlib

open Matrix

namespace AlloyChain
```

## Springs, species and bond counts

Each atom, including the clamped one, is of species A or B.

```lean
/-- The two chemical species of the alloy. -/
inductive Species
  | A
  | B
  deriving DecidableEq

noncomputable section
```

Bond b joins atoms b and b+1, for b = 0, …, N−1. The mobile atom j+1 is displaced along the line by x_j, with j in the same range. Let u_a be the displacement of atom a, so that u_0 = 0 and u_(j+1) = x_j. The elongation of bond b is

e_b(x) = u_(b+1) − u_b

In Lean, `Fin.cons 0 x` is the list u with the clamped atom in front, while `b.castSucc` and `b.succ` are the atoms b and b+1.

```lean
variable {N : ℕ}

/-- Elongation of bond `b`, which joins atoms `b` and `b + 1`, when atom 0 is clamped and
atom `j + 1` is displaced by `x j`. -/
def elongation (x : Fin N → ℝ) (b : Fin N) : ℝ :=
  (Fin.cons 0 x : Fin (N + 1) → ℝ) b.succ - (Fin.cons 0 x : Fin (N + 1) → ℝ) b.castSucc
```

With spring constant c_b on bond b, the energy is

E(x) = Σ_b (c_b/2) e_b(x)²

```lean
/-- Harmonic energy of the chain with spring constant `c b` on bond `b`. -/
def energy (c x : Fin N → ℝ) : ℝ := ∑ b, c b / 2 * elongation x b ^ 2
```

Let d_j be the displacement pattern in which atom j+1 moves by one unit and all others stay at rest.

```lean
/-- Unit displacement of the mobile atom `j + 1` alone. -/
def unitMove (j : Fin N) : Fin N → ℝ := Pi.single j 1
```

The force constants are the second derivatives of the energy at equilibrium, x = 0:

K_ij = ∂²/∂s∂t E(s d_i + t d_j) at s = t = 0

For i = j this is the ordinary second derivative along d_i. The matrix is thus defined from the energy, and its entries have to be derived.

```lean
/-- Force-constant matrix of the mobile atoms: the second derivatives of the energy at
equilibrium. -/
def forceConstants (c : Fin N → ℝ) : Matrix (Fin N) (Fin N) ℝ :=
  Matrix.of fun i j =>
    deriv (fun s : ℝ => deriv (fun t : ℝ => energy c (s • unitMove i + t • unitMove j)) 0) 0
```

In the alloy, the species at the two ends of a bond select its spring constant, and A–B and B–A bonds share kAB. The constants may be any real numbers; positive values describe a chain that is stable about x = 0.

```lean
/-- Spring constant between two neighbours, according to their species. -/
def spring (kAA kAB kBB : ℝ) : Species → Species → ℝ
  | .A, .A => kAA
  | .A, .B => kAB
  | .B, .A => kAB
  | .B, .B => kBB
```

Applied to a species assignment σ, this rule gives c_b for every bond.

```lean
/-- Spring constants along a chain whose atoms carry the species `σ`. -/
def bondSpring (kAA kAB kBB : ℝ) (σ : Fin (N + 1) → Species) (b : Fin N) : ℝ :=
  spring kAA kAB kBB (σ b.castSucc) (σ b.succ)
```

The bonds are counted by type, first those with A at both ends.

```lean
/-- Number of A–A bonds. -/
def nAA (σ : Fin (N + 1) → Species) : ℕ :=
  (Finset.univ.filter fun b : Fin N => σ b.castSucc = .A ∧ σ b.succ = .A).card
```

Bonds between unlike atoms are counted in either order.

```lean
/-- Number of bonds between unlike atoms. -/
def nAB (σ : Fin (N + 1) → Species) : ℕ :=
  (Finset.univ.filter fun b : Fin N => σ b.castSucc ≠ σ b.succ).card
```

The B–B bonds complete the count. A bond to the clamped atom counts like any other.

```lean
/-- Number of B–B bonds. -/
def nBB (σ : Fin (N + 1) → Species) : ℕ :=
  (Finset.univ.filter fun b : Fin N => σ b.castSucc = .B ∧ σ b.succ = .B).card
```

## From elongations to the determinant

Elongations are differences of displacements, so they superpose:

e_b(s x + t y) = s e_b(x) + t e_b(y)

The proof checks this for the displacement of each atom, clamped or mobile, and subtracts.

```lean
/-- Bond elongations superpose linearly. -/
theorem elongation_combo (s t : ℝ) (x y : Fin N → ℝ) (b : Fin N) :
    elongation (s • x + t • y) b = s * elongation x b + t * elongation y b := by
  have h : ∀ a : Fin (N + 1), (Fin.cons 0 (s • x + t • y) : Fin (N + 1) → ℝ) a =
      s * (Fin.cons 0 x : Fin (N + 1) → ℝ) a + t * (Fin.cons 0 y : Fin (N + 1) → ℝ) a := by
    intro a
    refine Fin.cases ?_ (fun i => ?_) a <;> simp
  unfold elongation
  rw [h, h]
  ring
```

Now move atom j+1 alone and look at a bond b ≤ j. Its left atom b is at rest, and its right atom b+1 moves only if b = j. Hence

e_b(d_j) = 1 if b = j, and 0 if b < j

```lean
/-- Moving atom `j + 1` by one unit stretches the bond on its left by one unit and leaves all
bonds further left unchanged. -/
theorem elongation_unitMove {b j : Fin N} (h : b ≤ j) :
    elongation (unitMove j) b = if b = j then 1 else 0 := by
  have h0 : ∀ a : Fin (N + 1), a.val ≤ j.val →
      (Fin.cons 0 (unitMove j) : Fin (N + 1) → ℝ) a = 0 := by
    intro a
    refine Fin.cases ?_ (fun i => ?_) a
    · simp
    · intro hi
      have hij : i ≠ j := by
        rintro rfl
        simp at hi
      simp [unitMove, hij]
  unfold elongation
  rw [h0 b.castSucc h, Fin.cons_succ, sub_zero, unitMove, Pi.single_apply]
```

Inserting the superposition into the energy gives a quadratic polynomial:

E(s d_i + t d_j) = s² E(d_i) + s t R + t² E(d_j)

R = Σ_b c_b e_b(d_i) e_b(d_j)

The derivative with respect to t at t = 0 is s R, and the derivative of that with respect to s is R. Therefore K_ij = R. In the proof, `hE` is the polynomial and `inner` the first derivative.

```lean
/-- Each force constant is a sum over bonds of the spring constant times the elongations
caused by unit displacements of the two atoms. -/
theorem forceConstants_apply (c : Fin N → ℝ) (i j : Fin N) :
    forceConstants c i j =
      ∑ b, c b * elongation (unitMove i) b * elongation (unitMove j) b := by
  set R := ∑ b, c b * elongation (unitMove i) b * elongation (unitMove j) b with hR
  -- the energy is a quadratic polynomial in the two displacements
  have hE : ∀ s t : ℝ, energy c (s • unitMove i + t • unitMove j) =
      s ^ 2 * energy c (unitMove i) + s * t * R + t ^ 2 * energy c (unitMove j) := by
    intro s t
    simp only [hR, energy, elongation_combo, Finset.mul_sum, ← Finset.sum_add_distrib]
    exact Finset.sum_congr rfl fun b _ => by ring
  have inner : ∀ s : ℝ,
      deriv (fun t : ℝ => energy c (s • unitMove i + t • unitMove j)) 0 = s * R := by
    intro s
    simp only [hE]
    have h := ((((hasDerivAt_id' (0 : ℝ)).const_mul s).mul_const R).const_add
      (s ^ 2 * energy c (unitMove i))).fun_add
      (((hasDerivAt_id' (0 : ℝ)).fun_pow 2).mul_const (energy c (unitMove j)))
    exact (h.congr_deriv (by simp)).deriv
  simp only [forceConstants, Matrix.of_apply, inner]
  simp
```

Collect the elongations in a matrix S with S_bj = e_b(d_j), and let D be the diagonal matrix of the c_b. Then

K = Sᵀ D S

By the previous result on single-atom moves, S is lower triangular with ones on its diagonal, so det S = 1 and

det K = det S · det D · det S = ∏_b c_b

For N = 2 this reads (c_0 + c_1) c_1 − c_1² = c_0 c_1. For N = 0 both sides are 1.

```lean
/-- The determinant of the force-constant matrix is the product of all spring constants. -/
theorem det_forceConstants (c : Fin N → ℝ) : (forceConstants c).det = ∏ b, c b := by
  let S : Matrix (Fin N) (Fin N) ℝ := Matrix.of fun b j => elongation (unitMove j) b
  have hK : forceConstants c = Sᵀ * diagonal c * S := by
    ext i j
    rw [forceConstants_apply, Matrix.mul_apply]
    refine Finset.sum_congr rfl fun b _ => ?_
    rw [Matrix.mul_diagonal]
    simp only [S, Matrix.transpose_apply, Matrix.of_apply]
    ring
  -- the elongation matrix is triangular with unit diagonal
  have hS : S.det = 1 := by
    rw [Matrix.det_of_isLowerTriangular S]
    · exact Finset.prod_eq_one fun b _ => by
        simp [S, elongation_unitMove (le_refl b)]
    · intro b j hbj
      have hlt : b < j := hbj
      simp [S, elongation_unitMove hlt.le, hlt.ne]
  rw [hK, Matrix.det_mul, Matrix.det_mul, Matrix.det_transpose, hS, Matrix.det_diagonal]
  ring
```

The clamp matters. Two free atoms joined by one spring k ≠ 0 have the force-constant matrix with rows (k, −k) and (−k, k). Its determinant is 0 and not k, because moving both atoms together costs no energy.

For the alloy, each bond contributes exactly one of kAA, kAB and kBB. Collecting equal factors turns ∏_b c_b into the three powers. The proof writes each power as a product over all bonds, with a factor 1 wherever the type does not match, and compares factors in the four species cases.

```lean
/-- For an A/B chain with atom 0 clamped, the determinant of the force-constant matrix is
the product of `kAA`, `kAB` and `kBB`, each raised to the number of bonds of its type. -/
theorem det_forceConstants_alloy (kAA kAB kBB : ℝ) (σ : Fin (N + 1) → Species) :
    (forceConstants (bondSpring kAA kAB kBB σ)).det =
      kAA ^ nAA σ * kAB ^ nAB σ * kBB ^ nBB σ := by
  rw [det_forceConstants, nAA, nAB, nBB, ← Finset.prod_const, ← Finset.prod_const,
    ← Finset.prod_const, Finset.prod_filter, Finset.prod_filter, Finset.prod_filter,
    ← Finset.prod_mul_distrib, ← Finset.prod_mul_distrib]
  refine Finset.prod_congr rfl fun b _ => ?_
  rcases h1 : σ b.castSucc <;> rcases h2 : σ b.succ <;> simp [bondSpring, spring, h1, h2]
```

## Normal-mode frequencies

Let m_j > 0 be the mass of atom j+1. In the coordinates √m_j · x_j, Newton's equations contain the matrix

M_ij = K_ij / (√m_i √m_j)

```lean
/-- Mass-weighted force-constant matrix, for positive masses `m j` of the atoms `j + 1`. -/
def dynMatrix (c m : Fin N → ℝ) : Matrix (Fin N) (Fin N) ℝ :=
  Matrix.of fun i j => forceConstants c i j / (√(m i) * √(m j))
```

The sum R is unchanged when i and j are exchanged, so M is symmetric; for a real matrix, `IsHermitian` means just this.

```lean
/-- The mass-weighted force-constant matrix is symmetric. -/
theorem dynMatrix_isHermitian (c m : Fin N → ℝ) : (dynMatrix c m).IsHermitian := by
  refine Matrix.IsHermitian.ext fun i j => ?_
  simp only [dynMatrix, Matrix.of_apply, star_trivial, forceConstants_apply]
  rw [mul_comm (√(m j)) (√(m i))]
  congr 1
  exact Finset.sum_congr rfl fun b _ => by ring
```

M therefore has N real eigenvalues, counted with multiplicity. They are the squared angular frequencies ω_n². A negative one, possible if a spring constant is negative, signals an instability.

```lean
/-- Squared angular frequencies of the normal modes, for positive masses: the eigenvalues of
the mass-weighted force-constant matrix. -/
def sqFreq (c m : Fin N → ℝ) : Fin N → ℝ := (dynMatrix_isHermitian c m).eigenvalues
```

The determinant is the product of the eigenvalues, and the mass weighting multiplies det K by 1/√m_j twice for each mobile atom:

∏_n ω_n² = det M = ∏_b c_b / ∏_j m_j

Positive masses are used in the step √m_j · √m_j = m_j.

```lean
/-- For positive masses, the product of the squared mode frequencies is the product of the
spring constants divided by the product of the masses. -/
theorem prod_sqFreq (c m : Fin N → ℝ) (hm : ∀ j, 0 < m j) :
    ∏ n, sqFreq c m n = (∏ b, c b) / ∏ j, m j := by
  have hD : dynMatrix c m =
      diagonal (fun j => (√(m j))⁻¹) * forceConstants c * diagonal (fun j => (√(m j))⁻¹) := by
    ext i j
    rw [Matrix.mul_diagonal, Matrix.diagonal_mul]
    simp only [dynMatrix, Matrix.of_apply, div_eq_mul_inv, mul_inv]
    ring
  have h := (dynMatrix_isHermitian c m).det_eq_prod_eigenvalues
  have hdet : (dynMatrix c m).det = (∏ b, c b) / ∏ j, m j := by
    rw [hD, Matrix.det_mul, Matrix.det_mul, Matrix.det_diagonal, det_forceConstants,
      ← Finset.prod_mul_distrib, ← Finset.prod_mul_distrib, ← Finset.prod_div_distrib]
    refine Finset.prod_congr rfl fun b _ => ?_
    conv_rhs => rw [← Real.mul_self_sqrt (hm b).le, div_eq_mul_inv, mul_inv]
    ring
  rw [← hdet, h]
  rfl
```

In the alloy, the mass depends only on the species, m_j = μ(σ_(j+1)), where μ gives the atomic mass of each species. The numerator becomes the product of the three powers, and the denominator contains the mobile atoms only.

```lean
/-- In an A/B chain with atom 0 clamped and positive atomic masses `μ`, the product of the squared
mode frequencies is the product of `kAA`, `kAB` and `kBB`, each raised to the number of bonds of its
type, divided by the product of the masses of the mobile atoms. -/
theorem prod_sqFreq_alloy (kAA kAB kBB : ℝ) (μ : Species → ℝ) (hμ : ∀ s, 0 < μ s)
    (σ : Fin (N + 1) → Species) :
    ∏ n, sqFreq (bondSpring kAA kAB kBB σ) (fun j => μ (σ j.succ)) n =
      kAA ^ nAA σ * kAB ^ nAB σ * kBB ^ nBB σ / ∏ j : Fin N, μ (σ j.succ) := by
  rw [prod_sqFreq _ _ (fun j => hμ _), ← det_forceConstants (bondSpring kAA kAB kBB σ),
    det_forceConstants_alloy]

end

end AlloyChain
```

```lean
#print axioms AlloyChain.det_forceConstants_alloy
-- 'AlloyChain.det_forceConstants_alloy' depends on axioms: [propext, Classical.choice, Quot.sound]
#print axioms AlloyChain.prod_sqFreq_alloy
-- 'AlloyChain.prod_sqFreq_alloy' depends on axioms: [propext, Classical.choice, Quot.sound]
```

## Bond counts and vibrational entropy

For this one-dimensional harmonic chain with positive spring constants, the classical vibrational entropy at a given temperature depends on the frequencies only through ∏_n ω_n². Taking that textbook entropy as physical input, which the Lean file does not define, a rearrangement of the mobile atoms leaves the mass product unchanged and gives

ΔS_vib = −(k_B/2) (ΔnAA ln kAA + ΔnAB ln kAB + ΔnBB ln kBB)

where S_vib is the vibrational entropy, k_B is Boltzmann's constant and Δ denotes the change on rearrangement at fixed temperature. The total number of bonds is fixed, so the unit chosen for the spring constants cancels.
